# The index of a subgroup of a Seitz group is its point-group index times its translation index

Let $H\le G$ be Seitz groups, that is, groups of operations $\{R|t\}: x\mapsto Rx+t$ with $R$ linear and invertible. Write $P(G)$ for the point group, the set of linear parts $R$ in $G$, and $T(G)$ for the subgroup of pure translations $\{1|t\}$. Then

$$[G:H]=[P(G):P(H)]\,[T(G):T(H)].$$

If $H$ is maximal in $G$, it either contains $T(G)$ or has the full point group, never both, so one of the two factors is 1.

## Counting the copies of a distorted crystal

Suppose that a distorted structure keeps exactly the operations $H$ of its parent's space group $G$. Then $G$ carries it into $[G:H]$ distinct, symmetry-equivalent structures, which an electronic-structure code need not compute separately if its energy does not change when the whole structure is moved by an operation of $G$; spin and time reversal are left out here.

For ordinary space groups the translation index is the ratio of primitive-cell volumes. A parent with 48 point operations and a distorted phase with 16 and a doubled primitive cell give $3\cdot 2=6$ copies. Both groups must be written in the same axes and origin, since $H\le G$ compares actual operations. For the same reason any strain of the lattice has to be undone first: the translations of a strained crystal are in general not translations of the parent.

## From equal linear parts to the index

The product is $\{R|t\}\{S|s\}=\{RS|Rs+t\}$, and the inverse of $\{R|s\}$ is $\{R^{-1}|-R^{-1}s\}$. Hence two operations of $G$ with the same linear part differ by a translation of $G$:

$$\{R|t\}\{R|s\}^{-1}=\{1|t-s\}.$$

**Intermediate group.** Let $M$ be the set of operations of $G$ whose linear part occurs in $H$. Then $H\le M\le G$ and $P(M)=P(H)$. Since $1\in P(H)$, also $T(M)=T(G)$.

$M$ is the only such group. If $K$ is another, its linear parts lie in $P(H)$, so $K\le M$. For $m\in M$ choose $k\in K$ with the same linear part; then $mk^{-1}\in T(G)=T(K)$, so $m=(mk^{-1})k\in K$.

**Upper step.** Two elements of $G$ lie in the same left coset of $M$ exactly when their linear parts lie in the same left coset of $P(H)$. So $[G:M]=[P(G):P(H)]$.

**Lower step.** Translations $u,u'\in T(G)$ lie in the same left coset of $H$ exactly when $u^{-1}u'\in H\cap T(G)=T(H)$. Every coset $mH$ in $M$ contains a translation: take $h\in H$ with the linear part of $m$, and $u=mh^{-1}\in T(G)$ gives $uH=mH$. So $[M:H]=[T(G):T(H)]$, and multiplying the two steps gives the formula.

**Maximal subgroups.** If $H$ is maximal, $M=H$ or $M=G$. The first gives $T(G)\le H$, the second $P(H)=P(G)$. Both together would give $H=G$, by the argument used for $K$.

Maximality matters. On a line, let $G$ be all $\{\pm1|n\}$ with $n$ an integer, and $H$ all $\{1|2n\}$. The index is $2\cdot2=4$, and $H$ has neither all translations nor the full point group.

**Invariant sublattice.** If $P(H)=P(G)$, each linear part $R$ of $G$ occurs in some $h\in H$, and $h\{1|t\}h^{-1}=\{1|Rt\}$. So $P(G)$ maps the set of translation vectors of $H$ to itself, which restricts the supercells that can keep the full point group.

The index formula holds, by the same two steps, for any homomorphism $\varphi$ on $G$, with images in place of point groups and kernels in place of translations. For magnetic groups, let $\varphi$ record $R$ together with time reversal.

## The Lean file

```lean
import Mathlib

open Subgroup

namespace HermannSpaceGroups

noncomputable section

/-- A Seitz operation `{R|t}`: an invertible linear part `R` and a translation vector `t`. -/
@[ext]
structure Seitz (V : Type*) [AddCommGroup V] [Module ℝ V] where
  rot : V ≃ₗ[ℝ] V
  trans : V

variable {V : Type*} [AddCommGroup V] [Module ℝ V]

/-- The Seitz product `{R|t}{S|s} = {RS|Rs + t}`. -/
instance : Mul (Seitz V) := ⟨fun a b => ⟨a.rot * b.rot, a.rot b.trans + a.trans⟩⟩

/-- The identity operation `{1|0}`. -/
instance : One (Seitz V) := ⟨⟨1, 0⟩⟩

/-- The inverse operation `{R⁻¹|-R⁻¹t}`. -/
instance : Inv (Seitz V) := ⟨fun a => ⟨a.rot⁻¹, -(a.rot⁻¹ a.trans)⟩⟩

/-- Seitz operations form a group. -/
instance : Group (Seitz V) := Group.ofLeftAxioms
  (fun a b c => Seitz.ext (mul_assoc a.rot b.rot c.rot) (by
    change a.rot (b.rot c.trans) + (a.rot b.trans + a.trans)
      = a.rot (b.rot c.trans + b.trans) + a.trans
    rw [map_add, add_assoc]))
  (fun a => Seitz.ext (one_mul a.rot) (add_zero a.trans))
  (fun a => Seitz.ext (inv_mul_cancel a.rot) (add_neg_cancel (a.rot⁻¹ a.trans)))

/-- The action of `{R|t}` on a point: `x ↦ R x + t`. -/
def Seitz.act (a : Seitz V) (x : V) : V := a.rot x + a.trans

/-- The homomorphism `{R|t} ↦ R`. -/
def linearPart : Seitz V →* (V ≃ₗ[ℝ] V) where
  toFun := Seitz.rot
  map_one' := rfl
  map_mul' _ _ := rfl

/-- The point group: all linear parts of operations in `G`. -/
def pointGroup (G : Subgroup (Seitz V)) : Subgroup (V ≃ₗ[ℝ] V) := G.map linearPart

/-- The translation subgroup: all operations `{1|t}` in `G`. -/
def translations (G : Subgroup (Seitz V)) : Subgroup (Seitz V) := G ⊓ linearPart.ker

/-- Hermann's intermediate group: the operations of `G` whose linear part occurs in `H`. -/
def hermannGroup (H G : Subgroup (Seitz V)) : Subgroup (Seitz V) :=
  G ⊓ (pointGroup H).comap linearPart

/-- The Seitz product is the composition of the motions of space. -/
theorem act_mul (a b : Seitz V) (x : V) : (a * b).act x = a.act (b.act x) := by
  change a.rot (b.rot x) + (a.rot b.trans + a.trans) = a.rot (b.rot x + b.trans) + a.trans
  rw [map_add, add_assoc]

/-- Two operations of `G` with the same linear part differ by a translation of `G`. -/
theorem mul_inv_mem_translations {G : Subgroup (Seitz V)} {g h : Seitz V}
    (hg : g ∈ G) (hh : h ∈ G) (e : linearPart g = linearPart h) :
    g * h⁻¹ ∈ translations G :=
  mem_inf.2 ⟨G.mul_mem hg (G.inv_mem hh), by
    rw [MonoidHom.mem_ker, map_mul, map_inv, e, mul_inv_cancel]⟩

/-- A subgroup of `G` that contains all translations of `G` and has the full point group of `G` is
`G` itself. -/
theorem eq_of_translations_of_pointGroup {H G : Subgroup (Seitz V)} (hHG : H ≤ G)
    (hT : translations G ≤ H) (hP : pointGroup G ≤ pointGroup H) : H = G := by
  refine le_antisymm hHG fun g hg => ?_
  obtain ⟨h, hh, e⟩ := mem_map.1 (hP (mem_map_of_mem linearPart hg))
  have ht := hT (mul_inv_mem_translations hg (hHG hh) e.symm)
  simpa using H.mul_mem ht hh

/-- If `H ≤ G`, Hermann's intermediate group lies between `H` and `G`, has the translations of `G`
and the point group of `H`. -/
theorem hermannGroup_spec {H G : Subgroup (Seitz V)} (hHG : H ≤ G) :
    H ≤ hermannGroup H G ∧ hermannGroup H G ≤ G ∧
      translations (hermannGroup H G) = translations G ∧
      pointGroup (hermannGroup H G) = pointGroup H := by
  have hHM : H ≤ hermannGroup H G := fun h hh =>
    mem_inf.2 ⟨hHG hh, mem_comap.2 (mem_map_of_mem linearPart hh)⟩
  refine ⟨hHM, inf_le_left, le_antisymm (inf_le_inf_right _ inf_le_left) ?_,
    le_antisymm ?_ (map_mono hHM)⟩
  · -- a translation has linear part 1, which occurs in every subgroup
    intro g hg
    obtain ⟨hgG, hg1⟩ := mem_inf.1 hg
    refine mem_inf.2 ⟨mem_inf.2 ⟨hgG, mem_comap.2 ?_⟩, hg1⟩
    rw [MonoidHom.mem_ker.1 hg1]
    exact (pointGroup H).one_mem
  · rintro _ ⟨g, hg, rfl⟩
    exact (mem_inf.1 hg).2

/-- Hermann's theorem: if `H ≤ G`, between `H` and `G` there is exactly one group with the
translations of `G` and the point group of `H`. -/
theorem hermann {H G : Subgroup (Seitz V)} (hHG : H ≤ G) :
    ∃! M : Subgroup (Seitz V), H ≤ M ∧ M ≤ G ∧
      translations M = translations G ∧ pointGroup M = pointGroup H := by
  obtain ⟨h1, h2, h3, h4⟩ := hermannGroup_spec hHG
  refine ⟨hermannGroup H G, ⟨h1, h2, h3, h4⟩, ?_⟩
  rintro K ⟨_, hKG, hT, hP⟩
  refine eq_of_translations_of_pointGroup (fun k hk => mem_inf.2 ⟨hKG hk, mem_comap.2 ?_⟩)
    ?_ (h4.trans hP.symm).le
  · rw [← hP]
    exact mem_map_of_mem linearPart hk
  · exact (h3.trans hT.symm).le.trans inf_le_left

/-- If every left coset of `H` that meets `M` contains an element of the subgroup `T` of `M`,
then `H ∩ T` has the same index in `T` as `H ∩ M` in `M`. -/
theorem relIndex_eq_of_cover {A : Type*} [Group A] {H T M : Subgroup A} (hTM : T ≤ M)
    (hc : ∀ m ∈ M, ∃ t ∈ T, t⁻¹ * m ∈ H) : H.relIndex T = H.relIndex M := by
  refine Nat.card_eq_of_bijective (quotientSubgroupOfEmbeddingOfLE H hTM)
    ⟨(quotientSubgroupOfEmbeddingOfLE H hTM).injective, fun q => ?_⟩
  obtain ⟨m, rfl⟩ := QuotientGroup.mk_surjective q
  obtain ⟨t, ht, h⟩ := hc m m.2
  refine ⟨QuotientGroup.mk ⟨t, ht⟩, ?_⟩
  change (QuotientGroup.mk (⟨t, hTM ht⟩ : M) : M ⧸ H.subgroupOf M) = QuotientGroup.mk m
  exact QuotientGroup.eq.2 (mem_subgroupOf.2 h)

/-- If `H ≤ G`, the index of `H` in `G` is the index of the point groups times the index of the
translation subgroups; an infinite index is recorded as `0`. -/
theorem index_formula {H G : Subgroup (Seitz V)} (hHG : H ≤ G) :
    H.relIndex G = (pointGroup H).relIndex (pointGroup G) *
      (translations H).relIndex (translations G) := by
  obtain ⟨hHM, hMG, hT, _⟩ := hermannGroup_spec hHG
  -- the upper step changes only the point group
  have upper : (hermannGroup H G).relIndex G = (pointGroup H).relIndex (pointGroup G) := by
    unfold hermannGroup
    rw [inf_comm, inf_relIndex_right, relIndex_comap]
    rfl
  -- the lower step changes only the translations
  have lower : H.relIndex (translations G) = H.relIndex (hermannGroup H G) := by
    refine relIndex_eq_of_cover (hT.ge.trans inf_le_left) fun m hm => ?_
    obtain ⟨h, hh, e⟩ := mem_map.1 (mem_comap.1 (mem_inf.1 hm).2)
    exact ⟨m * h⁻¹, mul_inv_mem_translations (hMG hm) (hHG hh) e.symm, by simpa using hh⟩
  have hTH : translations H = H ⊓ translations G := by
    unfold translations
    rw [← inf_assoc, inf_eq_left.2 hHG]
  rw [hTH, inf_relIndex_right, lower, ← upper, mul_comm]
  exact (relIndex_mul_relIndex H (hermannGroup H G) G hHM hMG).symm

/-- A maximal subgroup `H` of `G` either contains all translations of `G` or has the full
point group of `G`, and never both. -/
theorem maximal_dichotomy {H G : Subgroup (Seitz V)} (h : H ⋖ G) :
    (translations G ≤ H ∧ pointGroup H ≠ pointGroup G) ∨
      (¬ translations G ≤ H ∧ pointGroup H = pointGroup G) := by
  obtain ⟨hHM, hMG, hT, hP⟩ := hermannGroup_spec h.le
  have hne : ¬ (translations G ≤ H ∧ pointGroup H = pointGroup G) := fun ⟨a, b⟩ =>
    h.lt.ne (eq_of_translations_of_pointGroup h.le a b.ge)
  -- by maximality the intermediate group is H or G
  rcases h.eq_or_eq hHM hMG with e | e
  · have a : translations G ≤ H := (hT.ge.trans inf_le_left).trans e.le
    exact Or.inl ⟨a, fun b => hne ⟨a, b⟩⟩
  · have b : pointGroup H = pointGroup G := hP.symm.trans (congrArg pointGroup e)
    exact Or.inr ⟨fun a => hne ⟨a, b⟩, b⟩

/-- The index of a maximal subgroup is the index of the point groups or the index of the
translation subgroups; an infinite index is recorded as `0`. -/
theorem maximal_index {H G : Subgroup (Seitz V)} (h : H ⋖ G) :
    H.relIndex G = (pointGroup H).relIndex (pointGroup G) ∨
      H.relIndex G = (translations H).relIndex (translations G) := by
  rcases maximal_dichotomy h with ⟨a, _⟩ | ⟨_, b⟩
  · left
    have hT : translations G ≤ translations H := le_inf a inf_le_right
    rw [index_formula h.le, relIndex_eq_one.2 hT, mul_one]
  · right
    rw [index_formula h.le, relIndex_eq_one.2 b.ge, one_mul]

/-- If `H` and `G` have the same point group, the linear part of every operation of `G` maps
translation vectors of `H` to translation vectors of `H`. -/
theorem translation_invariant {H G : Subgroup (Seitz V)} (hP : pointGroup H = pointGroup G)
    {g : Seitz V} (hg : g ∈ G) {t : V} (ht : (⟨1, t⟩ : Seitz V) ∈ H) :
    (⟨1, g.rot t⟩ : Seitz V) ∈ H := by
  obtain ⟨h, hh, e⟩ := mem_map.1 (hP.ge (mem_map_of_mem linearPart hg))
  have e' : h.rot = g.rot := e
  -- conjugation by h turns the translation t into R t
  have key : (⟨1, g.rot t⟩ : Seitz V) * h = h * ⟨1, t⟩ := by
    refine Seitz.ext ((one_mul h.rot).trans (mul_one h.rot).symm) ?_
    change h.trans + g.rot t = h.rot t + h.trans
    rw [e', add_comm]
  rw [eq_mul_inv_of_mul_eq key]
  exact H.mul_mem (H.mul_mem hh ht) (H.inv_mem hh)

end

end HermannSpaceGroups
```

```lean
#print axioms HermannSpaceGroups.eq_of_translations_of_pointGroup
#print axioms HermannSpaceGroups.hermann
#print axioms HermannSpaceGroups.maximal_index
#print axioms HermannSpaceGroups.translation_invariant
```

```
'HermannSpaceGroups.eq_of_translations_of_pointGroup' depends on axioms: [propext, Classical.choice, Quot.sound]
'HermannSpaceGroups.hermann' depends on axioms: [propext, Classical.choice, Quot.sound]
'HermannSpaceGroups.maximal_index' depends on axioms: [propext, Classical.choice, Quot.sound]
'HermannSpaceGroups.translation_invariant' depends on axioms: [propext, Classical.choice, Quot.sound]
```

## Reading the theorems and their scope

`Seitz V` pairs an invertible linear map `rot` with a vector `trans`, and `act_mul` confirms that the product is composition of motions. `H.relIndex G` is $[G:H]$ when `H ≤ G`, with 0 standing for an infinite index. `H ⋖ G` says that $H$ is a proper subgroup with nothing strictly between.

`hermannGroup H G` is $M$; `hermannGroup_spec` gives its properties and `hermann` its uniqueness. In `index_formula`, `upper` and `lower` are the two steps above. The second uses `relIndex_eq_of_cover`, where an injective map of cosets becomes bijective because every coset contains a translation. `maximal_dichotomy` splits on $M=H$ or $M=G$, `maximal_index` removes the factor 1, and `translation_invariant` is the conjugation argument.

`V` is any real vector space. Neither discreteness nor orthogonality is assumed, so space groups are included, but nothing specific to them follows: the theorems do not list maximal subgroups or show that their index is finite. They also say nothing about the tolerances with which a code detects symmetry.
